# Expansion of the torsional average of exp(u cos nt) in cosine moments

For a single torsional angle t, weighted uniformly over one full turn, the theorem expands the average of exp(u cos nt) in powers of u. It says that the terms u^m/m! times the average of cos^m(nt), over m = 0, 1, 2, …, sum to that average, for every real u and every natural number n, zero included. If u cos nt is read as minus a torsional potential divided by k_BT, the quantity expanded is the average Boltzmann factor of one classical angle. The proof integrates the exponential series term by term, using dominated convergence with the bound |u|^m/m!, then multiplies by 1/(2π) and tries to match the result to the stated series.

Lean 4 with Mathlib refuses this proof:

```lean
import Mathlib

open Real

namespace HinderedRotor

noncomputable section

/-- The average of `exp (u cos (n t))` over one full turn of the torsional angle `t`. -/
def rotorAverage (u : ℝ) (n : ℕ) : ℝ :=
  (1 / (2 * π)) * ∫ t in (0 : ℝ)..(2 * π), Real.exp (u * Real.cos (n * t))

/-- The average of the `m`-th power of `cos (n t)` over one full turn. -/
def cosMoment (n m : ℕ) : ℝ :=
  (1 / (2 * π)) * ∫ t in (0 : ℝ)..(2 * π), Real.cos (n * t) ^ m

/-- The rotor average is the sum of the cosine moments weighted by `u^m / m!`. -/
theorem hasSum_moments (u : ℝ) (n : ℕ) :
    HasSum (fun m : ℕ => u ^ m / (m.factorial : ℝ) * cosMoment n m) (rotorAverage u n) := by
  -- integrate the exponential series term by term, dominated by `|u|^m / m!`
  have h : HasSum
      (fun m : ℕ => ∫ t in (0 : ℝ)..(2 * π),
        (u * Real.cos (n * t)) ^ m / (m.factorial : ℝ))
      (∫ t in (0 : ℝ)..(2 * π), Real.exp (u * Real.cos (n * t))) := by
    refine intervalIntegral.hasSum_integral_of_dominated_convergence
      (fun m _ => |u| ^ m / (m.factorial : ℝ)) ?_ ?_ ?_ ?_ ?_
    · intro m
      exact (by fun_prop : Continuous fun t : ℝ =>
        (u * Real.cos (n * t)) ^ m / (m.factorial : ℝ)).aestronglyMeasurable
    · intro m
      refine Filter.Eventually.of_forall fun t _ => ?_
      simp only [Real.norm_eq_abs, abs_div, abs_pow, abs_mul, Nat.abs_cast]
      gcongr
      exact mul_le_of_le_one_right (abs_nonneg u) (Real.abs_cos_le_one _)
    · exact Filter.Eventually.of_forall fun t _ => Real.summable_pow_div_factorial |u|
    · exact continuous_const.intervalIntegrable _ _
    · refine Filter.Eventually.of_forall fun t _ => ?_
      rw [Real.exp_eq_exp_ℝ]
      exact NormedSpace.expSeries_div_hasSum_exp _
  have h' := h.mul_left (1 / (2 * π))
  convert h' using 1
  funext m
  have hm : ∫ t in (0 : ℝ)..(2 * π), (u * Real.cos (n * t)) ^ m / (m.factorial : ℝ)
      = u ^ m / (m.factorial : ℝ) * ∫ t in (0 : ℝ)..(2 * π), Real.cos (n * t) ^ m := by
    rw [← intervalIntegral.integral_const_mul]
    congr 1
    ext t
    ring
  rw [hm, cosMoment]
  ring

end

end HinderedRotor
```

Compiling this gives:

```
Main.lean:42:2: error: Tactic `apply` failed: could not unify the conclusion of `@funext`
  ?f = ?g
with the goal
  instAddCommMonoid =
    CommRing.toNonUnitalCommRing.toNonUnitalNonAssocCommRing.toNonUnitalNonAssocSemiring.toAddCommMonoid

Note: The full type of `@funext` is
  ∀ {α : Sort ?u.151} {β : α → Sort ?u.150} {f g : (x : α) → β x}, (∀ (x : α), f x = g x) → f = g

case e'_3
u : ℝ
n : ℕ
h :
  HasSum (fun m => ∫ (t : ℝ) in 0..2 * π, (u * cos (↑n * t)) ^ m / ↑m.factorial)
    (∫ (t : ℝ) in 0..2 * π, rexp (u * cos (↑n * t)))
h' :
  HasSum (fun i => 1 / (2 * π) * ∫ (t : ℝ) in 0..2 * π, (u * cos (↑n * t)) ^ i / ↑i.factorial)
    (1 / (2 * π) * ∫ (t : ℝ) in 0..2 * π, rexp (u * cos (↑n * t)))
⊢ instAddCommMonoid =
    CommRing.toNonUnitalCommRing.toNonUnitalNonAssocCommRing.toNonUnitalNonAssocSemiring.toAddCommMonoid
```

The error is at `funext m`, which proves that two functions are equal. The goal it met was an equation between two `AddCommMonoid` instances. `convert h' using 1` had compared the stated `HasSum` with `h'` argument by argument, and the instance argument, reached by different routes on the two sides, was left as a goal. `funext` could not be applied to it.

The repair drops `convert`. It first proves `hterm`, which says for every `m` that the stated term equals the corresponding term of `h'`. The old calculation, with its inner equation `hm`, is moved there almost unchanged, and `intro m` takes the place of `funext m`. Then `simp only [hterm]` rewrites the terms inside the goal's series, and `exact h'` closes it. That last step needs the two statements to agree only by definition, so Lean can unfold `rotorAverage` and identify the two instances itself, with no separate instance goal left to prove.

After these edits no error is left:

```diff
@@ -39,14 +39,18 @@
       exact NormedSpace.expSeries_div_hasSum_exp _
   have h' := h.mul_left (1 / (2 * π))
-  convert h' using 1
-  funext m
-  have hm : ∫ t in (0 : ℝ)..(2 * π), (u * Real.cos (n * t)) ^ m / (m.factorial : ℝ)
-      = u ^ m / (m.factorial : ℝ) * ∫ t in (0 : ℝ)..(2 * π), Real.cos (n * t) ^ m := by
-    rw [← intervalIntegral.integral_const_mul]
-    congr 1
-    ext t
+  have hterm : ∀ m : ℕ, u ^ m / (m.factorial : ℝ) * cosMoment n m
+      = 1 / (2 * π) * ∫ t in (0 : ℝ)..(2 * π),
+        (u * Real.cos (n * t)) ^ m / (m.factorial : ℝ) := by
+    intro m
+    have hm : ∫ t in (0 : ℝ)..(2 * π), (u * Real.cos (n * t)) ^ m / (m.factorial : ℝ)
+        = u ^ m / (m.factorial : ℝ) * ∫ t in (0 : ℝ)..(2 * π), Real.cos (n * t) ^ m := by
+      rw [← intervalIntegral.integral_const_mul]
+      congr 1
+      ext t
+      ring
+    rw [hm, cosMoment]
     ring
-  rw [hm, cosMoment]
-  ring
+  simp only [hterm]
+  exact h'
 
 end
```
